# At long wavelengths, a stack of polarizable sheets screens through the sum of its screening lengths

Each layer is modelled as a sheet of zero thickness, described by two real numbers: a height z_k and a static screening length r_k. The sheets lie in vacuum, and a sheet responds only to the potential at its own height, so only in-plane polarization is included. For in-plane wavevector q > 0, with unit charges and Gaussian-type units, the bare interaction v and the response R are

v_ij = (2π/q) exp(−q|z_i − z_j|),  R_kk = q² r_k/(2π), with R diagonal.

The screened interaction is W = (1 + vR)⁻¹ v. The main theorem says that, as q decreases to 0,

(1 − q W_ij/(2π))/q → |z_i − z_j| + Σ_k r_k.

The screened interaction sets the electron–hole attraction in a Bethe–Salpeter calculation. In this static, finite-stack model, the limit fixes the first correction to its 2π/q form at small q, a constant in reciprocal space.

```lean
import Mathlib

open Real Filter Topology Matrix

namespace LayeredScreening

noncomputable section

variable {ι : Type*} [DecidableEq ι]
```

## A response proportional to q²

The factor q² describes sheets without free carriers. A uniform potential induces no charge in them, and a slowly varying one polarizes them with polarizability r_k/(2π). In the derivation this factor meets the 1/q of the Coulomb interaction:

(vR)_ik = q exp(−q|z_i − z_k|) r_k.

The product vanishes linearly in q. A metallic sheet behaves differently: for a single layer with constant R = c > 0, W tends to 1/c, so q W/(2π) tends to 0 and the quotient in the theorem diverges.

In the code, `bareCoulomb` is v and `response` is R. Heights may coincide, and the response has no off-diagonal elements, so charge transfer between layers is left out. Out-of-plane polarization is left out too. In real layers it can shift W_ij by a constant as q → 0, which is the same order as the correction found here, and that shift can depend on the stacking order.

```lean
/-- Bare Coulomb interaction between layers at heights `z`, at in-plane wavevector `q > 0`. -/
def bareCoulomb (z : ι → ℝ) (q : ℝ) : Matrix ι ι ℝ :=
  Matrix.of fun i j => 2 * π / q * exp (-q * |z i - z j|)

/-- Response of the layers: diagonal, with entries `q² r / 2π` for screening lengths `r`. -/
def response (r : ι → ℝ) (q : ℝ) : Matrix ι ι ℝ :=
  Matrix.diagonal fun k => q ^ 2 / (2 * π) * r k
```

## Finitely many layers

The assumption `Fintype ι` says that the stack has finitely many layers. By hand, it lets the limit be taken term by term in Σ_k; the proof does this with `tendsto_finsetSum`. For infinitely many layers with the same r > 0, the sum on the right would diverge.

`dielectric` is 1 + vR and `screened` is W. Both are real matrices depending on q.

```lean
variable [Fintype ι]

/-- Dielectric matrix `1 + v R` of the stack, for `q > 0`. -/
def dielectric (z r : ι → ℝ) (q : ℝ) : Matrix ι ι ℝ :=
  1 + bareCoulomb z q * response r q

/-- Screened interaction `W = (1 + v R)⁻¹ v`, for `q > 0` at which `1 + v R` is invertible. -/
def screened (z r : ι → ℝ) (q : ℝ) : Matrix ι ι ℝ :=
  (dielectric z r q)⁻¹ * bareCoulomb z q
```

## An invertible dielectric matrix

Invertibility of 1 + vR means that an external potential determines the total potential uniquely. Multiplying the definition of W by 1 + vR gives the Dyson equation

W_ij + Σ_k v_ik R_kk W_kj = v_ij.

The theorem `dyson` assumes invertibility as `IsUnit (dielectric z r q).det`, cancels the matrix against its inverse and reads off one entry. Some such assumption is needed: one layer with r < 0 has 1 + vR = 1 + rq, which is zero at q = −1/r. Lean's inverse is zero there, so the equation would read 0 = v.

```lean
/-- Dyson equation `W + v R W = v`, entry by entry, where the dielectric matrix is invertible. -/
theorem dyson (z r : ι → ℝ) (q : ℝ) (h : IsUnit (dielectric z r q).det) (i j : ι) :
    screened z r q i j
      + ∑ k, bareCoulomb z q i k * (q ^ 2 / (2 * π) * r k) * screened z r q k j
      = bareCoulomb z q i j := by
  have hD : dielectric z r q * screened z r q = bareCoulomb z q := by
    rw [screened, ← Matrix.mul_assoc, Matrix.mul_nonsing_inv _ h, Matrix.one_mul]
  rw [dielectric, Matrix.add_mul, Matrix.one_mul] at hD
  have hij := congrFun (congrFun hD i) j
  rw [Matrix.add_apply, Matrix.mul_apply] at hij
  simpa only [response, Matrix.mul_diagonal] using hij
```

The main theorem does not take this as a hypothesis. Since every entry of vR vanishes with q, the dielectric matrix tends to the identity. `dielectric_tendsto_one` uses the continuity at q = 0 of the expression in which the powers of q have been cancelled, and checks that it agrees with the dielectric matrix for q > 0.

```lean
/-- The dielectric matrix tends to the identity as `q` decreases to 0. -/
theorem dielectric_tendsto_one (z r : ι → ℝ) :
    Tendsto (dielectric z r) (𝓝[>] 0) (𝓝 1) := by
  -- the factor 1/q of the Coulomb interaction cancels against q² of the response
  have hG : Continuous (fun q : ℝ => (1 : Matrix ι ι ℝ)
      + Matrix.of fun i j => q * exp (-q * |z i - z j|) * r j) := by
    refine continuous_const.add (continuous_matrix fun i j => ?_)
    simp only [Matrix.of_apply]
    fun_prop
  have h0 := (hG.tendsto 0).mono_left (nhdsWithin_le_nhds (s := Set.Ioi 0))
  have hv : (1 : Matrix ι ι ℝ)
      + Matrix.of (fun i j => (0 : ℝ) * exp (-0 * |z i - z j|) * r j) = 1 := by
    ext i j
    simp
  rw [hv] at h0
  refine h0.congr' ?_
  filter_upwards [self_mem_nhdsWithin] with q hq
  have hq' : q ≠ 0 := (Set.mem_Ioi.1 hq).ne'
  ext i j
  rw [dielectric, Matrix.add_apply, Matrix.add_apply, response, Matrix.mul_diagonal]
  simp only [bareCoulomb, Matrix.of_apply]
  congr 1
  field_simp
```

The determinant is continuous and equals 1 at the identity, so it is nonzero for all sufficiently small q > 0. This argument needs no sign condition on r, although a passive dielectric has r_k ≥ 0. If every r_k ≥ 0, the dielectric matrix is in fact invertible at every q > 0, because v is positive semidefinite; this is not proved here. If some r_k are negative, how small q must be can depend on the stack, and the theorem gives no bound.

```lean
/-- The dielectric matrix is invertible at all sufficiently small `q > 0`. -/
theorem dielectric_isUnit (z r : ι → ℝ) :
    ∀ᶠ q in 𝓝[>] (0 : ℝ), IsUnit (dielectric z r q).det := by
  have hc : Continuous fun A : Matrix ι ι ℝ => A.det := continuous_id.matrix_det
  have h := (hc.tendsto 1).comp (dielectric_tendsto_one z r)
  exact (h.eventually_ne (by simp)).mono fun q hq => isUnit_iff_ne_zero.2 hq
```

## q decreasing to zero

Here q is the length of a wavevector, hence the one-sided limit `𝓝[>] 0`. The value q = 0 is excluded because v diverges there. Positivity serves the proof only through q ≠ 0, which allows the cancellations by `field_simp`.

Write w_ij = q W_ij/(2π). The definition of W gives

w_ij = Σ_k [(1 + vR)⁻¹]_ik exp(−q|z_k − z_j|).

The inverse tends to the identity and each exponential to 1, so w_ij → 1. In `screened_leading`, continuity of the inverse comes from writing it as the adjugate divided by the determinant.

```lean
/-- To leading order the interaction is unscreened: `q W_ij / 2π` tends to 1 as `q` decreases
to 0. -/
theorem screened_leading (z r : ι → ℝ) (i j : ι) :
    Tendsto (fun q => q * screened z r q i j / (2 * π)) (𝓝[>] 0) (𝓝 1) := by
  -- matrix inversion is continuous at the identity
  have hc : ContinuousAt (fun A : Matrix ι ι ℝ => A.det⁻¹ • A.adjugate) 1 :=
    (continuous_id.matrix_det.continuousAt.inv₀ (by simp)).smul
      continuous_id.matrix_adjugate.continuousAt
  have hinv : Tendsto (fun q => (dielectric z r q)⁻¹) (𝓝[>] 0) (𝓝 1) := by
    have h := hc.tendsto.comp (dielectric_tendsto_one z r)
    simp only [Matrix.det_one, inv_one, Matrix.adjugate_one, one_smul] at h
    refine h.congr fun q => ?_
    rw [Function.comp_apply, Matrix.inv_def, Ring.inverse_eq_inv']
  have hterm : ∀ k ∈ Finset.univ, Tendsto
      (fun q => (dielectric z r q)⁻¹ i k * exp (-q * |z k - z j|)) (𝓝[>] 0)
      (𝓝 ((1 : Matrix ι ι ℝ) i k * 1)) := by
    intro k _
    have he : Continuous fun A : Matrix ι ι ℝ => A i k := continuous_id.matrix_elem i k
    have hx : Continuous fun q : ℝ => exp (-q * |z k - z j|) := by fun_prop
    have hx0 := (hx.tendsto 0).mono_left (nhdsWithin_le_nhds (s := Set.Ioi 0))
    simp only [neg_zero, zero_mul, exp_zero] at hx0
    exact ((he.tendsto 1).comp hinv).mul hx0
  have hs := tendsto_finsetSum Finset.univ hterm
  have h1 : ∑ k, (1 : Matrix ι ι ℝ) i k * 1 = 1 := by simp [Matrix.one_apply]
  rw [h1] at hs
  refine hs.congr' ?_
  filter_upwards [self_mem_nhdsWithin] with q hq
  have hq' : q ≠ 0 := (Set.mem_Ioi.1 hq).ne'
  rw [screened, Matrix.mul_apply, Finset.mul_sum, Finset.sum_div]
  refine Finset.sum_congr rfl fun k _ => ?_
  simp only [bareCoulomb, Matrix.of_apply]
  field_simp
```

Now multiply the Dyson equation by q/(2π):

w_ij + q Σ_k exp(−q|z_i − z_k|) r_k w_kj = exp(−q|z_i − z_j|).

Rearranging and dividing by q gives

(1 − w_ij)/q = (1 − exp(−q|z_i − z_j|))/q + Σ_k exp(−q|z_i − z_k|) r_k w_kj.

The first term tends to |z_i − z_j|, by the derivative of the exponential at q = 0. In the second, every exponential and every w_kj tends to 1, which leaves Σ_k r_k. These two limits are `hgeo` and `hpol` in the proof; `alg` performs the rearrangement, at those small q where `dielectric_isUnit` makes the Dyson equation available.

```lean
/-- Long-wavelength screening of a stack: as `q` decreases to 0, `(1 - q W_ij / 2π) / q` tends to
the distance between layers `i` and `j` plus the sum of all screening lengths. -/
theorem screened_long_wavelength (z r : ι → ℝ) (i j : ι) :
    Tendsto (fun q => (1 - q * screened z r q i j / (2 * π)) / q) (𝓝[>] 0)
      (𝓝 (|z i - z j| + ∑ k, r k)) := by
  -- geometric part: the derivative of the exponential at q = 0
  have hgeo : Tendsto (fun q => (1 - exp (-q * |z i - z j|)) / q) (𝓝[>] 0)
      (𝓝 |z i - z j|) := by
    have hd : HasDerivAt (fun q : ℝ => exp (-q * |z i - z j|)) (-|z i - z j|) 0 :=
      (((hasDerivAt_id' (0 : ℝ)).fun_neg).mul_const |z i - z j|).exp.congr_deriv (by simp)
    have h := (hasDerivAt_iff_tendsto_slope_zero.1 hd).mono_left
      (nhdsWithin_mono 0 fun x (hx : x ∈ Set.Ioi (0 : ℝ)) => (Set.mem_Ioi.1 hx).ne')
    have h' := h.neg
    rw [neg_neg] at h'
    refine h'.congr fun q => ?_
    simp only [zero_add, neg_zero, zero_mul, exp_zero, smul_eq_mul]
    ring
  -- polarization part: every layer contributes its full screening length
  have hpol : Tendsto (fun q => ∑ k, exp (-q * |z i - z k|) * r k
      * (q * screened z r q k j / (2 * π))) (𝓝[>] 0) (𝓝 (∑ k, r k)) := by
    refine tendsto_finsetSum Finset.univ fun k _ => ?_
    have hx : Continuous fun q : ℝ => exp (-q * |z i - z k|) * r k := by fun_prop
    have hx0 := (hx.tendsto 0).mono_left (nhdsWithin_le_nhds (s := Set.Ioi 0))
    simp only [neg_zero, zero_mul, exp_zero, one_mul] at hx0
    simpa only [mul_one] using hx0.mul (screened_leading z r k j)
  -- the Dyson equation splits the quantity into these two parts
  refine (hgeo.add hpol).congr' ?_
  filter_upwards [self_mem_nhdsWithin, dielectric_isUnit z r] with q hq hu
  have hq' : q ≠ 0 := (Set.mem_Ioi.1 hq).ne'
  have hD := dyson z r q hu i j
  have hs : ∑ k, bareCoulomb z q i k * (q ^ 2 / (2 * π) * r k) * screened z r q k j
      = 2 * π * ∑ k, exp (-q * |z i - z k|) * r k * (q * screened z r q k j / (2 * π)) := by
    rw [Finset.mul_sum]
    refine Finset.sum_congr rfl fun k _ => ?_
    simp only [bareCoulomb, Matrix.of_apply]
    field_simp
  have alg : ∀ e S w : ℝ, w + 2 * π * S = 2 * π / q * e →
      (1 - e) / q + S = (1 - q * w / (2 * π)) / q := by
    intro e S w h
    have hw : w = 2 * π / q * e - 2 * π * S := by linarith
    rw [hw]
    field_simp
    ring
  rw [hs] at hD
  exact alg _ _ _ hD
```

Because 1 + vR tends to the identity, replacing W by v may look harmless. It gives the correct limit for w_ij but loses Σ_k r_k from the theorem: the neglected correction is of order q, and the quotient divides by q. The sum also runs over all layers, including those that do not lie between i and j.

For one layer the result can be seen directly. Wherever 1 + rq ≠ 0,

W = 2π/(q(1 + rq)),  (1 − q W/(2π))/q = r/(1 + rq) → r.

## Fixed heights, permuted screening lengths

Stacking order enters through a permutation σ: `r ∘ σ` gives layer k the screening length r_σ(k), while all heights stay where they are. Let W′ and w′ belong to the permuted stack. Then

W′_ij − W_ij = 2π [(1 − w_ij)/q − (1 − w′_ij)/q].

Both quotients have the same limit, because a permutation leaves Σ_k r_k unchanged, so the difference tends to 0. The proof subtracts the two instances of the main theorem and multiplies by 2π; `Equiv.sum_comp` supplies the equality of the sums. This is a statement about the difference of two interactions that each diverge as 2π/q, and at finite q the order can still matter.

Fixed heights are used in the cancellation of |z_i − z_j|. If layers i and j were also moved to a new separation d′, the difference would tend to 2π(|z_i − z_j| − d′) instead.

```lean
/-- Permuting the screening lengths among layers at fixed heights changes each `W_ij` by an
amount that vanishes as `q` decreases to 0. -/
theorem stacking_order (z r : ι → ℝ) (σ : Equiv.Perm ι) (i j : ι) :
    Tendsto (fun q => screened z (r ∘ σ) q i j - screened z r q i j) (𝓝[>] 0) (𝓝 0) := by
  have h1 := screened_long_wavelength z r i j
  have h2 := screened_long_wavelength z (r ∘ σ) i j
  have hσ : ∑ k, (r ∘ σ) k = ∑ k, r k := Equiv.sum_comp σ r
  rw [hσ] at h2
  have h := (h1.sub h2).const_mul (2 * π)
  rw [sub_self, mul_zero] at h
  refine h.congr' ?_
  filter_upwards [self_mem_nhdsWithin] with q hq
  have hq' : q ≠ 0 := (Set.mem_Ioi.1 hq).ne'
  field_simp
  ring

end

end LayeredScreening
```

```lean
#print axioms LayeredScreening.screened_long_wavelength
#print axioms LayeredScreening.stacking_order
```

```
'LayeredScreening.screened_long_wavelength' depends on axioms: [propext, Classical.choice, Quot.sound]
'LayeredScreening.stacking_order' depends on axioms: [propext, Classical.choice, Quot.sound]
```
